# Zeros of the honeycomb structure factor and the linear cone around them

When the π bands of graphene are sampled on an $N\times N$ mesh of wave vectors that includes $\Gamma$, the choice of $N$ determines whether the mesh contains the points where the bands touch. In the non-interacting nearest-neighbour model, those points are the zeros of one complex function.

## From hopping to the structure factor

Take one orbital per carbon site, orthogonal orbitals, equal site energies set to zero, and the same real hopping $-\tau$ ($\tau\neq0$) to all three neighbours. An A site has one neighbour in its own cell and two in adjacent cells, so the Bloch Hamiltonian has zero diagonal and the off-diagonal element $-\tau f$, with

$$f(a,b)=1+e^{ia}+e^{ib}.$$

Here $a$ and $b$ are the Bloch phases along the two primitive lattice vectors that lead to those adjacent cells; these vectors are 60° apart. The energies are $\pm|\tau|\,|f|$, and the bands touch where $f=0$. The Lean file treats $f$ itself; this two-band Hamiltonian gives it its physical meaning.

## Where it vanishes, and how it grows

Let $\zeta=e^{2\pi i/3}$. The theorems say the following.

- `structureFactor_eq_zero_iff`: for real $a,b$, $f(a,b)=0$ if and only if $(e^{ia},e^{ib})$ is $(\zeta,\zeta^2)$ or $(\zeta^2,\zeta)$.
- `structureFactor_eq_zero_iff_phases`: equivalently, $(a,b)$ is $(2\pi/3,-2\pi/3)$ or $(-2\pi/3,2\pi/3)$, up to an independent integer multiple of $2\pi$ in each phase.
- `dirac_cone`: if the wave vector is moved from any zero by $t(x,y)$, then $|f|/t\to\frac{\sqrt3}{2}\sqrt{x^2+y^2}$ as $t$ decreases to $0$.

In Lean, `structureFactor a b` is $f$, and the type `ℝ` of its arguments expresses that the crystal momentum is real. The function `displaced a b x y t` is $f$ after the displacement. It fixes the lattice constant to one and the primitive vectors to $(1/2,\sqrt3/2)$ and $(-1/2,\sqrt3/2)$. `HasDerivAt … 0` is the derivative in $t$ at $t=0$, and `𝓝[>] 0` means that $t$ approaches zero from above.

The cone is established along one ray at a time, without an error bound uniform in direction. For $(x,y)=(0,0)$ there is no displacement and the limit is $0$. Unequal hoppings, further neighbours, orbital overlap and a sublattice energy difference are not included.

## Derivation of the zeros

In Cartesian form,

$$\zeta=-\tfrac12+\tfrac{\sqrt3}{2}i,\qquad \zeta^2=\tfrac14-\tfrac34-\tfrac{\sqrt3}{2}i=-\tfrac12-\tfrac{\sqrt3}{2}i,$$

so $1+\zeta+\zeta^2=0$. Both listed pairs are therefore zeros.

Conversely, let $|z|=|w|=1$ and $1+z+w=0$. Then $w=-1-z$, and

$$1=w\bar w=(1+z)(1+\bar z)=2+z+\bar z .$$

Hence $1+z+\bar z=0$. Multiplying by $z$ and using $z\bar z=1$ gives $z^2+z+1=0$. Since $\zeta+\zeta^2=-1$ and $\zeta^3=1$, this factors as $(z-\zeta)(z-\zeta^2)=0$. So $z$ is $\zeta$ or $\zeta^2$, and $w=-1-z$ is the other one.

Set $z=e^{ia}$ and $w=e^{ib}$. Because $\zeta^2=\zeta^{-1}=e^{-2\pi i/3}$, and equal phase factors mean phases equal modulo $2\pi$, the values of $a$ and $b$ follow.

## Derivation of the cone

The displacement $t(x,y)$ changes the phases at the rates $u=(x+\sqrt3y)/2$ and $v=(-x+\sqrt3y)/2$, so the derivative of $f$ at $t=0$ is $i(ue^{ia}+ve^{ib})$. With $u+v=\sqrt3y$ and $u-v=x$, the zero $(\zeta,\zeta^2)$ gives

$$i\left(-\tfrac{\sqrt3}{2}y+\tfrac{\sqrt3}{2}ix\right)=-\tfrac{\sqrt3}{2}(x+iy).$$

At $(\zeta^2,\zeta)$ the sign of the $x$ term is reversed, which gives $\frac{\sqrt3}{2}(x-iy)$. As $(x,y)$ turns once around the origin, the two derivatives wind in opposite senses: these are the opposite chiralities of the two valleys. Both have modulus $\frac{\sqrt3}{2}\sqrt{x^2+y^2}$. Since $f=0$ at $t=0$, this is the limit of $|f|/t$.

## The smallest mesh that contains the touching points

On the mesh, $a=2\pi j/N$ and $b=2\pi l/N$ with $j,l=0,\dots,N-1$. A zero requires $3j=N(3m\pm1)$ for some integer $m$, hence $N$ divisible by 3. Conversely, if $N$ is divisible by 3, the mesh contains both zeros, at $(j,l)=(N/3,2N/3)$ and $(2N/3,N/3)$. The smallest case is $N=3$, where they are $(1,2)$ and $(2,1)$. If the mesh is described with primitive lattice vectors of equal length 120° apart instead, the same two points have the indices $(1,1)$ and $(2,2)$. For $N=1$ only $\Gamma$ is sampled, where $f=3$.

## The Lean file

```lean
import Mathlib

open Complex Filter
open scoped Real Topology ComplexConjugate

namespace GrapheneDiracPoints

noncomputable section

/-- The nearest-neighbour structure factor of the honeycomb lattice, as a function of the
Bloch phases `a` and `b` along two primitive lattice vectors. -/
def structureFactor (a b : ℝ) : ℂ :=
  1 + Complex.exp ((a : ℂ) * I) + Complex.exp ((b : ℂ) * I)

/-- The cube root of unity `exp (2πi/3)`. -/
def ζ : ℂ := Complex.exp (2 * (π : ℂ) * I / 3)

/-- The structure factor when the wave vector is displaced by `t (x, y)` from the point with
Bloch phases `a`, `b`; the primitive lattice vectors are `(1/2, √3/2)` and `(-1/2, √3/2)`. -/
def displaced (a b x y t : ℝ) : ℂ :=
  structureFactor (a + t * ((x + √3 * y) / 2)) (b + t * ((-x + √3 * y) / 2))

/-- The Cartesian form of `exp (2πi/3)`. -/
theorem zeta_eq : ζ = -1 / 2 + ((√3 : ℝ) : ℂ) / 2 * I := by
  have e : ζ = Complex.exp (((2 * π / 3 : ℝ) : ℂ) * I) := by
    unfold ζ
    congr 1
    push_cast
    ring
  have h : 2 * π / 3 = π - π / 3 := by ring
  rw [e, Complex.exp_mul_I, ← Complex.ofReal_cos, ← Complex.ofReal_sin, h,
    Real.cos_pi_sub, Real.sin_pi_sub, Real.cos_pi_div_three, Real.sin_pi_div_three]
  push_cast
  ring

/-- The Cartesian form of the square of `exp (2πi/3)`. -/
theorem zeta_sq : ζ ^ 2 = -1 / 2 - ((√3 : ℝ) : ℂ) / 2 * I := by
  have hs : ((√3 : ℝ) : ℂ) ^ 2 = 3 := by
    have h : (√3 : ℝ) ^ 2 = 3 := Real.sq_sqrt (by norm_num)
    exact_mod_cast h
  rw [zeta_eq]
  linear_combination (I ^ 2 / 4) * hs + (3 / 4) * Complex.I_sq

/-- Two complex numbers of modulus one cancel against `1` exactly when they are
`exp (2πi/3)` and its square, in either order. -/
theorem unit_phases_cancel_iff {z w : ℂ} (hz : ‖z‖ = 1) (hw : ‖w‖ = 1) :
    1 + z + w = 0 ↔ (z = ζ ∧ w = ζ ^ 2) ∨ (z = ζ ^ 2 ∧ w = ζ) := by
  have hsum : 1 + ζ + ζ ^ 2 = 0 := by
    rw [zeta_sq, zeta_eq]
    ring
  constructor
  · intro h
    have hz' : z * conj z = 1 := by
      rw [Complex.mul_conj, Complex.normSq_eq_norm_sq, hz]
      norm_num
    have hw' : w * conj w = 1 := by
      rw [Complex.mul_conj, Complex.normSq_eq_norm_sq, hw]
      norm_num
    have hc := congrArg conj h
    simp only [map_add, map_one, map_zero] at hc
    have e : w = -1 - z := by linear_combination h
    have e' : conj w = -1 - conj z := by linear_combination hc
    rw [e', e] at hw'
    -- the relation and the two modulus conditions force the real part of `z` to be `-1/2`
    have s : 1 + z + conj z = 0 := by linear_combination hw' - hz'
    have q : z ^ 2 + z + 1 = 0 := by linear_combination z * s - hz'
    have f : (z - ζ) * (z - ζ ^ 2) = 0 := by
      linear_combination q + (-z + (ζ - 1)) * hsum
    rcases mul_eq_zero.mp f with h1 | h1
    · exact Or.inl ⟨sub_eq_zero.mp h1, by linear_combination h - h1 - hsum⟩
    · exact Or.inr ⟨sub_eq_zero.mp h1, by linear_combination h - h1 - hsum⟩
  · rintro (⟨h1, h2⟩ | ⟨h1, h2⟩)
    · linear_combination hsum + h1 + h2
    · linear_combination hsum + h1 + h2

/-- **Dirac points of graphene.** The structure factor vanishes exactly when the two Bloch
phase factors are `exp (2πi/3)` and its square, in either order. -/
theorem structureFactor_eq_zero_iff (a b : ℝ) :
    structureFactor a b = 0 ↔
      (Complex.exp ((a : ℂ) * I) = ζ ∧ Complex.exp ((b : ℂ) * I) = ζ ^ 2) ∨
      (Complex.exp ((a : ℂ) * I) = ζ ^ 2 ∧ Complex.exp ((b : ℂ) * I) = ζ) :=
  unit_phases_cancel_iff (Complex.norm_exp_ofReal_mul_I a) (Complex.norm_exp_ofReal_mul_I b)

/-- The structure factor vanishes exactly when the Bloch phases are `(2π/3, -2π/3)` or
`(-2π/3, 2π/3)`, up to integer multiples of `2π` in each phase. -/
theorem structureFactor_eq_zero_iff_phases (a b : ℝ) :
    structureFactor a b = 0 ↔ ∃ m n : ℤ,
      (a = 2 * π / 3 + 2 * π * m ∧ b = -(2 * π / 3) + 2 * π * n) ∨
      (a = -(2 * π / 3) + 2 * π * m ∧ b = 2 * π / 3 + 2 * π * n) := by
  -- equal phase factors mean equal phases modulo `2π`
  have key : ∀ p c : ℝ, Complex.exp ((p : ℂ) * I) = Complex.exp ((c : ℂ) * I) ↔
      ∃ n : ℤ, p = c + 2 * π * n := by
    intro p c
    rw [Complex.exp_eq_exp_iff_exists_int]
    constructor
    · rintro ⟨n, hn⟩
      refine ⟨n, ?_⟩
      have h : (p : ℂ) = ((c + 2 * π * n : ℝ) : ℂ) := by
        apply mul_right_cancel₀ Complex.I_ne_zero
        push_cast
        linear_combination hn
      exact Complex.ofReal_injective h
    · rintro ⟨n, hn⟩
      refine ⟨n, ?_⟩
      rw [hn]
      push_cast
      ring
  have e1 : ζ = Complex.exp (((2 * π / 3 : ℝ) : ℂ) * I) := by
    unfold ζ
    congr 1
    push_cast
    ring
  have e2 : ζ ^ 2 = Complex.exp (((-(2 * π / 3) : ℝ) : ℂ) * I) := by
    have hsum : 1 + ζ + ζ ^ 2 = 0 := by
      rw [zeta_sq, zeta_eq]
      ring
    have hinv : ζ * Complex.exp (((-(2 * π / 3) : ℝ) : ℂ) * I) = 1 := by
      rw [e1, ← Complex.exp_add, ← add_mul, ← Complex.ofReal_add, add_neg_cancel,
        Complex.ofReal_zero, zero_mul, Complex.exp_zero]
    linear_combination (-ζ ^ 2) * hinv +
      Complex.exp (((-(2 * π / 3) : ℝ) : ℂ) * I) * (ζ - 1) * hsum
  rw [structureFactor_eq_zero_iff, e2, e1, key, key, key, key]
  constructor
  · rintro (⟨⟨m, hm⟩, ⟨n, hn⟩⟩ | ⟨⟨m, hm⟩, ⟨n, hn⟩⟩)
    · exact ⟨m, n, Or.inl ⟨hm, hn⟩⟩
    · exact ⟨m, n, Or.inr ⟨hm, hn⟩⟩
  · rintro ⟨m, n, ⟨hm, hn⟩ | ⟨hm, hn⟩⟩
    · exact Or.inl ⟨⟨m, hm⟩, ⟨n, hn⟩⟩
    · exact Or.inr ⟨⟨m, hm⟩, ⟨n, hn⟩⟩

/-- The rate of change of a Bloch phase factor when its phase grows at the constant
rate `u`. -/
theorem hasDerivAt_phase (a u : ℝ) :
    HasDerivAt (fun t : ℝ => Complex.exp (((a + t * u : ℝ) : ℂ) * I))
      (Complex.exp ((a : ℂ) * I) * ((u : ℂ) * I)) 0 := by
  have h1 : HasDerivAt (fun t : ℝ => a + t * u) u 0 :=
    (((hasDerivAt_id' (0 : ℝ)).mul_const u).const_add a).congr_deriv (one_mul u)
  exact (h1.ofReal_comp.mul_const I).cexp.congr_deriv (by simp)

/-- At the Dirac point with phase factors `(ζ, ζ²)` the structure factor changes along the
displacement `(x, y)` at the rate `-(√3/2) (x + i y)`. -/
theorem hasDerivAt_first_valley {a b : ℝ} (ha : Complex.exp ((a : ℂ) * I) = ζ)
    (hb : Complex.exp ((b : ℂ) * I) = ζ ^ 2) (x y : ℝ) :
    HasDerivAt (displaced a b x y) (-(((√3 : ℝ) : ℂ) / 2) * ((x : ℂ) + (y : ℂ) * I)) 0 := by
  have h := ((hasDerivAt_phase a ((x + √3 * y) / 2)).const_add 1).fun_add
    (hasDerivAt_phase b ((-x + √3 * y) / 2))
  refine h.congr_deriv ?_
  rw [ha, hb, zeta_sq, zeta_eq]
  push_cast
  linear_combination (((√3 : ℝ) : ℂ) * x / 2) * Complex.I_sq

/-- At the Dirac point with phase factors `(ζ², ζ)` the structure factor changes along the
displacement `(x, y)` at the rate `(√3/2) (x - i y)`. -/
theorem hasDerivAt_second_valley {a b : ℝ} (ha : Complex.exp ((a : ℂ) * I) = ζ ^ 2)
    (hb : Complex.exp ((b : ℂ) * I) = ζ) (x y : ℝ) :
    HasDerivAt (displaced a b x y) ((((√3 : ℝ) : ℂ) / 2) * ((x : ℂ) - (y : ℂ) * I)) 0 := by
  have h := ((hasDerivAt_phase a ((x + √3 * y) / 2)).const_add 1).fun_add
    (hasDerivAt_phase b ((-x + √3 * y) / 2))
  refine h.congr_deriv ?_
  rw [ha, hb, zeta_sq, zeta_eq]
  push_cast
  linear_combination (-(((√3 : ℝ) : ℂ) * x / 2)) * Complex.I_sq

/-- **Dirac cone.** If the wave vector is displaced by `t (x, y)` from a zero of the structure
factor, the modulus divided by `t` tends to `√3/2` times the length of `(x, y)` as `t` decreases to
`0`. -/
theorem dirac_cone {a b : ℝ} (h : structureFactor a b = 0) (x y : ℝ) :
    Tendsto (fun t : ℝ => ‖displaced a b x y t‖ / t) (𝓝[>] 0)
      (𝓝 (√3 / 2 * √(x ^ 2 + y ^ 2))) := by
  have h0 : displaced a b x y 0 = 0 := by
    unfold displaced
    rw [zero_mul, zero_mul, add_zero, add_zero, h]
  -- since the function vanishes at `t = 0`, the right-hand slope of its modulus there is the
  -- modulus of its derivative
  have key : ∀ D : ℂ, HasDerivAt (displaced a b x y) D 0 →
      Tendsto (fun t : ℝ => ‖displaced a b x y t‖ / t) (𝓝[>] 0) (𝓝 ‖D‖) := by
    intro D hD
    refine hD.tendsto_slope_zero_right.norm.congr' ?_
    filter_upwards [self_mem_nhdsWithin] with t ht
    rw [zero_add, h0, sub_zero, norm_smul, Real.norm_eq_abs,
      abs_of_pos (inv_pos.mpr (Set.mem_Ioi.mp ht)), div_eq_inv_mul]
  have hs : ‖((√3 : ℝ) : ℂ) / 2‖ = √3 / 2 := by
    rw [norm_div, Complex.norm_real, Real.norm_of_nonneg (Real.sqrt_nonneg 3)]
    norm_num
  rcases (structureFactor_eq_zero_iff a b).mp h with ⟨ha, hb⟩ | ⟨ha, hb⟩
  · have k := key _ (hasDerivAt_first_valley ha hb x y)
    rwa [norm_mul, norm_neg, hs, Complex.norm_add_mul_I] at k
  · have k := key _ (hasDerivAt_second_valley ha hb x y)
    have e : (x : ℂ) - (y : ℂ) * I = (x : ℂ) + ((-y : ℝ) : ℂ) * I := by
      push_cast
      ring
    rwa [norm_mul, hs, e, Complex.norm_add_mul_I, neg_sq] at k

end

end GrapheneDiracPoints
```

```lean
#print axioms GrapheneDiracPoints.structureFactor_eq_zero_iff_phases
-- 'GrapheneDiracPoints.structureFactor_eq_zero_iff_phases' depends on axioms: [propext, Classical.choice, Quot.sound]
#print axioms GrapheneDiracPoints.dirac_cone
-- 'GrapheneDiracPoints.dirac_cone' depends on axioms: [propext, Classical.choice, Quot.sound]
```

## How the code carries out the calculation

`zeta_eq` and `zeta_sq` supply the Cartesian forms. The algebra is in `unit_phases_cancel_iff`: `hz'` and `hw'` are the two modulus conditions, `s` is $1+z+\bar z=0$, `q` is the quadratic and `f` its factorisation. At each step `linear_combination` is given the multiples of known equations that yield the new one. `structureFactor_eq_zero_iff` then applies the lemma to $e^{ia}$ and $e^{ib}$, whose moduli are one because the phases are real.

In `structureFactor_eq_zero_iff_phases`, the local statement `key` turns equality of phase factors into equality of phases modulo $2\pi$, while `e1` and `e2` write $\zeta$ and $\zeta^2$ as exponentials of $\pm2\pi i/3$.

`hasDerivAt_phase` is the chain rule for one phase factor. The two valley theorems add two such derivatives, insert the Cartesian forms and simplify with $i^2=-1$.

In `dirac_cone`, `h0` records that $f$ vanishes at $t=0$, so the difference quotient is $f/t$. The local `key` takes its modulus and passes to the limit from the right. The proof then splits into the two valleys given by the zero theorem and evaluates the modulus of each derivative.
